# Inversion at Γ tells diamond's four even bond orbitals apart from orbitals centred on the atoms

Suppose I describe the four even bond orbitals of diamond at Γ by four complex amplitudes, and an atom-centred alternative by two copies of a space $V$, one per atom, which inversion exchanges. The bond orbitals should then split into $\Gamma_1+\Gamma_{25'}$, and inversion should have trace 4 on them but trace 0 on the atomic orbitals, so the two descriptions cannot agree. Can this be proved without gaps, and checked by Lean?

## Bonds as amplitudes, atoms as two exchanged blocks

Yes, for the split into parts of dimension 1 and 3 and for the traces; the labels $\Gamma_1$ and $\Gamma_{25'}$ are a physical reading of the two parts, explained below. What gets proved depends on how "atom-centred" is expressed. Here it means only that inversion sends the orbitals of each atom into those of the other. Nothing is assumed about the shape of the orbitals or the rest of the symmetry group, so the exclusion covers every choice of $V$. What is excluded is that the four bond orbitals make up the whole space $V\times V$. They can still be expanded in a larger atomic basis: the eight s and p orbitals of the two atoms give four even bonding and four odd antibonding combinations, with inversion traces $4$ and $-4$, which add up to $0$.

The bond orbitals are taken to be even about their own bond centres, as for a bonding combination of two equivalent hybrids. This is the source of the sign $+1$ under inversion. Where inversion sends each bond is computed from the crystal geometry.

## Splitting the bond orbitals

Let $e_i$ stand for the orbital on bond $i$, summed with equal weight over all its lattice translates (the Bloch sum at Γ), and let a permutation $\sigma$ act by $P_\sigma e_i=e_{\sigma(i)}$, that is, $(P_\sigma v)_i=v_{\sigma^{-1}(i)}$. For $n\ge 1$ bonds, put $c=\frac1n\sum_i v_i$. Then
$$v=c\,(1,\dots,1)+\bigl(v-c\,(1,\dots,1)\bigr),$$
and the second term has sum zero. A constant vector with sum zero satisfies $nc=0$, so it vanishes and the sum is direct. Permutations fix constants and preserve sums. For $n=4$ the dimensions are $1$ and $3$.

Now let $W\neq0$ be a permutation-invariant subspace of the sum-zero space, and take $v\ne0$ in $W$. Its amplitudes cannot all be equal, so $v_i\neq v_j$ for some $i,j$. Swapping these two bonds gives
$$v-P_{(i\,j)}v=(v_i-v_j)(e_i-e_j),$$
hence $e_i-e_j\in W$. For $k\ne j$, swapping $i$ and $k$ gives $e_k-e_j\in W$. Any sum-zero $w$ equals $\sum_k w_k(e_k-e_j)$, because the coefficient of the subtracted $e_j$ is $\sum_k w_k=0$. So $W$ is the whole sum-zero space.

For example, with bonds numbered 0 to 3, $(3,1,0,0)=(1,1,1,1)+(2,0,-1,-1)$. Swapping bonds 0 and 1 in the last vector and subtracting gives $(2,-2,0,0)=2(e_0-e_1)$.

Invariance under cyclic shifts alone would not be enough: the line spanned by $(1,-1,1,-1)$ is invariant, since a shift by one merely changes its sign, and it is a proper nonzero subspace of the sum-zero space.

## Comparing the traces of inversion

In units of $a/8$, with $a$ the cubic lattice constant, inversion about the centre of bond 0 is $x\mapsto(2,2,2)-x$. It fixes $(1,1,1)$ and sends $(1,-1,-1)$ to $(1,3,3)$, which differs from the starting point by the fcc translation $(0,4,4)$. The other two bonds behave likewise. At Γ translations carry phase 1, so the inversion matrix is the identity, with trace 4. The atoms at $(0,0,0)$ and $(2,2,2)$ are exchanged.

A map that exchanges two atoms has the form $T(x,y)=(By,Cx)$. Write $\iota_1,\iota_2$ for the inclusions of the two summands and $\pi_1,\pi_2$ for the projections. Then $T=\iota_1B\pi_2+\iota_2C\pi_1$, and by cyclicity
$$\operatorname{tr}T=\operatorname{tr}(B\pi_2\iota_1)+\operatorname{tr}(C\pi_1\iota_2)=0,$$
since $\pi_2\iota_1=\pi_1\iota_2=0$. A change of basis preserves the trace, and $4\neq0$.

## What the Lean statements say

- `permute σ` is $P_\sigma$ on functions `ι → ℂ`. `bond_space_splits` states the direct sum (`IsCompl`) and how permutations act on its two parts.
- `sumZero_irreducible` says that an invariant subspace of `sumZero ι` is zero or everything. With one bond both are the zero space; `finrank_sumZero_four` gives dimension 3 for four bonds.
- `IsFcc` defines the lattice translations. `inversion_bond` and `inversion_atom` state where inversion sends bonds and atoms modulo the lattice.
- `bondInversion` is the Γ-point matrix built from that geometry, and `trace_bondInversion` gives its trace.
- `Exchanges T` says that both diagonal blocks of `T` on `V × V` vanish. It is a definition motivated by `inversion_atom`, not derived from it.
- `bond_orbitals_not_atomic` says that no linear isomorphism `E` turns `bondInversion` into an exchanging map.

The labels $\Gamma_1$ and $\Gamma_{25'}$ are the physical reading of the two parts: the full tetrahedral group $T_d$ acts on the four bonds as $S_4$, and inversion is even. This reading also takes each orbital to be unchanged by the rotations and reflections that keep its bond in place, as for a σ bond, so that the orbitals are permuted without signs. The file contains neither character tables nor a Hamiltonian, and it treats Γ alone.

For non-interacting bands, the result bears on where Wannier functions can sit: four bands with this inversion trace at Γ do not come from symmetric Wannier functions centred on the atoms.

```lean
import Mathlib

open Module

namespace DiamondBondRepresentation

noncomputable section

/-- A permutation of the bonds acts on the orbital amplitudes by relabelling them. -/
def permute {ι : Type*} (σ : Equiv.Perm ι) : (ι → ℂ) →ₗ[ℂ] (ι → ℂ) :=
  LinearMap.funLeft ℂ ℂ σ.symm

/-- The states with the same amplitude on every bond. -/
def constants (ι : Type*) : Submodule ℂ (ι → ℂ) :=
  Submodule.span ℂ {fun _ => 1}

/-- The states whose bond amplitudes add up to zero. -/
def sumZero (ι : Type*) [Fintype ι] : Submodule ℂ (ι → ℂ) where
  carrier := {v | ∑ i, v i = 0}
  zero_mem' := by simp
  add_mem' {v w} hv hw := by
    simp only [Set.mem_ofPred_eq] at hv hw ⊢
    simp [Finset.sum_add_distrib, hv, hw]
  smul_mem' c v hv := by
    simp only [Set.mem_ofPred_eq] at hv ⊢
    simp [← Finset.mul_sum, hv]

/-- A permutation carries the orbital on bond `i` to the orbital on bond `σ i`. -/
theorem permute_single {ι : Type*} [DecidableEq ι] (σ : Equiv.Perm ι) (i : ι) :
    permute σ (Pi.single i 1) = Pi.single (σ i) 1 := by
  funext m
  simp [permute, LinearMap.funLeft_apply, Pi.single_apply, Equiv.symm_apply_eq]

/-- For a non-empty finite set of bonds, the orbital space is the direct sum of the constants,
which every permutation fixes, and the sum-zero states, which every permutation preserves. -/
theorem bond_space_splits (ι : Type*) [Fintype ι] [Nonempty ι] :
    (∀ σ : Equiv.Perm ι, ∀ v ∈ constants ι, permute σ v = v) ∧
    (∀ σ : Equiv.Perm ι, ∀ v ∈ sumZero ι, permute σ v ∈ sumZero ι) ∧
    IsCompl (constants ι) (sumZero ι) := by
  have hn : (Fintype.card ι : ℂ) ≠ 0 := Nat.cast_ne_zero.mpr Fintype.card_ne_zero
  refine ⟨?_, ?_, ?_, ?_⟩
  · intro σ v hv
    obtain ⟨c, rfl⟩ := Submodule.mem_span_singleton.mp hv
    rfl
  · intro σ v hv
    exact (Equiv.sum_comp σ.symm v).trans hv
  · rw [Submodule.disjoint_def]
    intro v hv hs
    obtain ⟨c, rfl⟩ := Submodule.mem_span_singleton.mp hv
    have h : ∑ _i : ι, c * 1 = 0 := hs
    rw [Finset.sum_const, nsmul_eq_mul, Finset.card_univ, mul_one] at h
    rw [(mul_eq_zero.mp h).resolve_left hn, zero_smul]
  · -- subtract the mean amplitude
    rw [codisjoint_iff, eq_top_iff]
    intro v _
    let c : ℂ := (∑ i, v i) / Fintype.card ι
    refine Submodule.mem_sup.mpr ⟨c • (fun _ => 1),
      Submodule.smul_mem _ _ (Submodule.mem_span_singleton_self _),
      v - c • (fun _ => 1), ?_, by abel⟩
    change ∑ i, (v i - c * 1) = 0
    rw [Finset.sum_sub_distrib, Finset.sum_const, nsmul_eq_mul, Finset.card_univ, mul_one,
      mul_div_cancel₀ _ hn, sub_self]

/-- A subspace of the sum-zero states that is preserved by all permutations of the bonds is
either zero or the whole sum-zero space. -/
theorem sumZero_irreducible {ι : Type*} [Fintype ι] (W : Submodule ℂ (ι → ℂ))
    (hW : W ≤ sumZero ι) (hinv : ∀ σ : Equiv.Perm ι, ∀ v ∈ W, permute σ v ∈ W) :
    W = ⊥ ∨ W = sumZero ι := by
  classical
  by_cases h : W = ⊥
  · exact Or.inl h
  right
  obtain ⟨v, hv, hv0⟩ := Submodule.exists_mem_ne_zero_of_ne_bot h
  -- a nonzero sum-zero state has two different amplitudes
  have hex : ∃ i j, v i ≠ v j := by
    by_contra hc
    push Not at hc
    apply hv0
    funext i
    have : Nonempty ι := ⟨i⟩
    have hs : ∑ k, v k = 0 := hW hv
    rw [Finset.sum_congr rfl (fun k _ => hc k i), Finset.sum_const, nsmul_eq_mul,
      Finset.card_univ] at hs
    exact (mul_eq_zero.mp hs).resolve_left (Nat.cast_ne_zero.mpr Fintype.card_ne_zero)
  obtain ⟨i, j, hvij⟩ := hex
  have hij : i ≠ j := fun e => hvij (by rw [e])
  -- subtracting the transposed state isolates a difference of two orbitals
  have hdiff : v - permute (Equiv.swap i j) v =
      (v i - v j) • ((Pi.single i 1 : ι → ℂ) - Pi.single j 1) := by
    funext k
    by_cases hki : k = i
    · subst hki
      simp [permute, LinearMap.funLeft_apply, hij]
    · by_cases hkj : k = j
      · subst hkj
        simp [permute, LinearMap.funLeft_apply, hki]
      · simp [permute, LinearMap.funLeft_apply, hki, hkj, Equiv.swap_apply_of_ne_of_ne]
  have hd : (Pi.single i 1 : ι → ℂ) - Pi.single j 1 ∈ W := by
    rw [← Submodule.smul_mem_iff W (sub_ne_zero.mpr hvij), ← hdiff]
    exact W.sub_mem hv (hinv _ v hv)
  have hall : ∀ k, (Pi.single k 1 : ι → ℂ) - Pi.single j 1 ∈ W := by
    intro k
    by_cases hkj : k = j
    · rw [hkj, sub_self]
      exact W.zero_mem
    · have := hinv (Equiv.swap i k) _ hd
      rwa [map_sub, permute_single, permute_single, Equiv.swap_apply_left,
        Equiv.swap_apply_of_ne_of_ne hij.symm (Ne.symm hkj)] at this
  -- these differences span the sum-zero space
  refine le_antisymm hW fun w hw => ?_
  have hw0 : ∑ k, w k = 0 := hw
  have hexp : w = ∑ k, w k • ((Pi.single k 1 : ι → ℂ) - Pi.single j 1) := by
    funext m
    simp only [Finset.sum_apply, Pi.smul_apply, Pi.sub_apply, smul_eq_mul, mul_sub,
      Finset.sum_sub_distrib, ← Finset.sum_mul, hw0, zero_mul, sub_zero]
    simp [Pi.single_apply]
  rw [hexp]
  exact W.sum_mem fun k _ => W.smul_mem _ (hall k)

/-- For four bonds the sum-zero space is three-dimensional. -/
theorem finrank_sumZero_four : finrank ℂ (sumZero (Fin 4)) = 3 := by
  have h := Submodule.finrank_add_eq_of_isCompl (bond_space_splits (Fin 4)).2.2
  have h1 : finrank ℂ (constants (Fin 4)) = 1 :=
    finrank_span_singleton (fun e => one_ne_zero (congrFun e 0))
  rw [h1, finrank_fin_fun] at h
  omega

/-- Translations of the fcc lattice, in units of one eighth of the cubic lattice constant. -/
def IsFcc (v : Fin 3 → ℤ) : Prop :=
  4 ∣ v 0 ∧ 4 ∣ v 1 ∧ 4 ∣ v 2 ∧ 8 ∣ v 0 + v 1 + v 2

instance : DecidablePred IsFcc := fun v =>
  inferInstanceAs (Decidable (4 ∣ v 0 ∧ 4 ∣ v 1 ∧ 4 ∣ v 2 ∧ 8 ∣ v 0 + v 1 + v 2))

/-- The two atoms in the primitive cell of diamond. -/
def atom : Fin 2 → Fin 3 → ℤ := ![![0, 0, 0], ![2, 2, 2]]

/-- The centres of the four bonds of the atom at the origin. -/
def bond : Fin 4 → Fin 3 → ℤ := ![![1, 1, 1], ![1, -1, -1], ![-1, 1, -1], ![-1, -1, 1]]

/-- Inversion about the centre (1, 1, 1) of the first bond. -/
def invert (x : Fin 3 → ℤ) : Fin 3 → ℤ := ![2 - x 0, 2 - x 1, 2 - x 2]

/-- Up to a lattice translation, inversion takes each bond centre to itself and to no other. -/
theorem inversion_bond : ∀ i j, IsFcc (invert (bond j) - bond i) ↔ i = j := by
  decide

/-- Up to a lattice translation, inversion exchanges the two atoms. -/
theorem inversion_atom : ∀ i j, IsFcc (invert (atom j) - atom i) ↔ i ≠ j := by
  decide

/-- Inversion at Γ on even bond orbitals: the orbital on bond `j` goes, with sign +1, to the
bond that is the image of `j` up to a lattice translation. -/
def bondInversion : (Fin 4 → ℂ) →ₗ[ℂ] (Fin 4 → ℂ) :=
  Matrix.toLin' (Matrix.of fun i j => if IsFcc (invert (bond j) - bond i) then 1 else 0)

/-- Inversion has trace 4 on the even bond orbitals at Γ. -/
theorem trace_bondInversion : LinearMap.trace ℂ _ bondInversion = 4 := by
  have h : (Matrix.of fun i j => if IsFcc (invert (bond j) - bond i) then (1 : ℂ) else 0) =
      (1 : Matrix (Fin 4) (Fin 4) ℂ) := by
    ext i j
    simp [inversion_bond, Matrix.one_apply]
  rw [bondInversion, h, Matrix.toLin'_one, LinearMap.trace_id]
  simp

/-- A linear map on the orbitals of two atoms exchanges the atoms if it sends the orbitals of
each atom into those of the other. -/
def Exchanges {V : Type*} [AddCommGroup V] [Module ℂ V] (T : (V × V) →ₗ[ℂ] (V × V)) : Prop :=
  (∀ x, (T (x, 0)).1 = 0) ∧ ∀ y, (T (0, y)).2 = 0

/-- With finitely many orbitals per atom, a linear map that exchanges two atoms has trace zero. -/
theorem trace_exchange {V : Type*} [AddCommGroup V] [Module ℂ V] [FiniteDimensional ℂ V]
    (T : (V × V) →ₗ[ℂ] (V × V)) (h : Exchanges T) : LinearMap.trace ℂ _ T = 0 := by
  let B : V →ₗ[ℂ] V := LinearMap.fst ℂ V V ∘ₗ T ∘ₗ LinearMap.inr ℂ V V
  let C : V →ₗ[ℂ] V := LinearMap.snd ℂ V V ∘ₗ T ∘ₗ LinearMap.inl ℂ V V
  -- only the two off-diagonal blocks are present
  have hT : T = LinearMap.inl ℂ V V ∘ₗ (B ∘ₗ LinearMap.snd ℂ V V) +
      LinearMap.inr ℂ V V ∘ₗ (C ∘ₗ LinearMap.fst ℂ V V) := by
    apply LinearMap.ext
    rintro ⟨x, y⟩
    have key : T (x, y) = T (x, 0) + T (0, y) := by
      rw [← map_add]
      simp
    apply Prod.ext
    · simp [B, C, key, h.1 x]
    · simp [B, C, key, h.2 y]
  have h1 : (B ∘ₗ LinearMap.snd ℂ V V) ∘ₗ LinearMap.inl ℂ V V = 0 :=
    LinearMap.ext fun x => by simp
  have h2 : (C ∘ₗ LinearMap.fst ℂ V V) ∘ₗ LinearMap.inr ℂ V V = 0 :=
    LinearMap.ext fun x => by simp
  rw [hT, map_add, LinearMap.trace_comp_comm' (B ∘ₗ LinearMap.snd ℂ V V) (LinearMap.inl ℂ V V),
    LinearMap.trace_comp_comm' (C ∘ₗ LinearMap.fst ℂ V V) (LinearMap.inr ℂ V V), h1, h2]
  simp

/-- No linear identification of the four even bond orbitals at Γ with the orbitals of two atoms
turns the bond inversion into a map that exchanges the atoms. -/
theorem bond_orbitals_not_atomic {V : Type*} [AddCommGroup V] [Module ℂ V]
    (E : (Fin 4 → ℂ) ≃ₗ[ℂ] (V × V)) : ¬ Exchanges (E.conj bondInversion) := by
  intro h
  have : Module.Finite ℂ (V × V) := Module.Finite.equiv E
  have : FiniteDimensional ℂ V :=
    Module.Finite.of_surjective (LinearMap.fst ℂ V V) LinearMap.fst_surjective
  -- the trace does not depend on the identification
  have ht := trace_exchange _ h
  rw [LinearMap.trace_conj', trace_bondInversion] at ht
  norm_num at ht

end

end DiamondBondRepresentation
```

```lean
#print axioms DiamondBondRepresentation.sumZero_irreducible
#print axioms DiamondBondRepresentation.finrank_sumZero_four
#print axioms DiamondBondRepresentation.inversion_atom
#print axioms DiamondBondRepresentation.bond_orbitals_not_atomic
```

```
'DiamondBondRepresentation.sumZero_irreducible' depends on axioms: [propext, Classical.choice, Quot.sound]
'DiamondBondRepresentation.finrank_sumZero_four' depends on axioms: [propext, Classical.choice, Quot.sound]
'DiamondBondRepresentation.inversion_atom' depends on axioms: [propext]
'DiamondBondRepresentation.bond_orbitals_not_atomic' depends on axioms: [propext, Classical.choice, Quot.sound]
```

## From the algebra to the Lean proof

In `bond_space_splits`, the last branch subtracts the mean `c`; the branch before it shows that the two parts meet only in zero. `sumZero_irreducible` follows the argument above: `hex` finds two unequal amplitudes, `hdiff` is the swap identity, `hall` collects all differences $e_k-e_j$, and `hexp` expands $w$ in them.

The two geometric statements are finite checks on integers, settled by `decide`. `trace_bondInversion` uses the first to replace the matrix by the identity.

In `trace_exchange`, `hT` is the block form of $T$, `LinearMap.trace_comp_comm'` is cyclicity, and `h1` and `h2` are the vanishing products. The final theorem first obtains finite dimension of `V` from `E`, so this need not be assumed. Then `LinearMap.trace_conj'` removes the change of basis, leaving the contradiction $4=0$.
